# Reciprocal vectors of a cell after one cell vector is replaced

A cell in $n$ dimensions is given by $n$ real vectors $a_i$, written in Cartesian components with the ordinary dot product. Vectors $b_k$ are reciprocal to the cell when
$$a_i\cdot b_k = 2\pi\,\delta_{ik},$$
where $\delta_{ik}$ is 1 for $i=k$ and 0 otherwise. The factor $2\pi$ belongs to the convention in which plane waves are $e^{iG\cdot r}$; in the crystallographers' convention it is replaced by 1. One cell vector, $a_j$, is exchanged for a vector $c$ with $b_j\cdot c\neq 0$, and the other cell vectors stay as they are.

```lean
import Mathlib

open Matrix
open scoped Real

namespace CellVectorReplacement

noncomputable section

variable {ι : Type*} [Fintype ι] [DecidableEq ι]
```

The symbol `ι` stands for a finite set of labels, and $n$ is the number of its elements. The same labels number the cell vectors and the Cartesian components. This is how the file fixes that there are as many vectors as dimensions; two in-plane vectors in three-dimensional space, for example, are not covered.

```lean
/-- The vectors `b` are reciprocal to the cell vectors `a`: `a i · b k = 2π δ_ik`. -/
def IsReciprocal (a b : ι → ι → ℝ) : Prop :=
  ∀ i k, a i ⬝ᵥ b k = if i = k then 2 * π else 0
```

A family of type `ι → ι → ℝ` takes a vector label and then a component label, so `a i l` is component $l$ of $a_i$. The sign `⬝ᵥ` is the dot product. `IsReciprocal a b` is the statement $a_i\cdot b_k=2\pi\delta_{ik}$ for all $i$ and $k$. It is a property that two families may or may not have, and it does not presuppose that the $a_i$ are independent.

```lean
/-- The proposed reciprocal vectors after the cell vector number `j` is replaced by `c`. -/
def replaceReciprocal (b : ι → ι → ℝ) (j : ι) (c : ι → ℝ) : ι → ι → ℝ :=
  fun i => if i = j then (2 * π / (b j ⬝ᵥ c)) • b j
    else b i - ((b i ⬝ᵥ c) / (b j ⬝ᵥ c)) • b j
```

This definition writes down the candidate for the new reciprocal vectors:
$$b'_j=\frac{2\pi}{b_j\cdot c}\,b_j,\qquad b'_i=b_i-\frac{b_i\cdot c}{b_j\cdot c}\,b_j\quad(i\neq j).$$
The sign `•` multiplies a vector by a number. Lean sets $x/0=0$, so the definition is accepted for every $c$, but it has the intended meaning only for $b_j\cdot c\neq0$.

## Reciprocal vectors exist, and they give coordinates

```lean
omit [DecidableEq ι] in
private lemma sum_smul_dot (g : ι → ℝ) (a : ι → ι → ℝ) (v : ι → ℝ) :
    (∑ i, g i • a i) ⬝ᵥ v = ∑ i, g i * (a i ⬝ᵥ v) := by
  simp only [dotProduct, Finset.sum_apply, Pi.smul_apply, smul_eq_mul, Finset.sum_mul,
    Finset.mul_sum]
  rw [Finset.sum_comm]
  simp only [mul_assoc]
```

This lemma says that the dot product is linear in a sum of vectors:
$$\Big(\sum_i g_i a_i\Big)\cdot v=\sum_i g_i\,(a_i\cdot v).$$
The proof writes out the components and exchanges the two sums.

```lean
/-- If `b` is reciprocal to `a`, then `a` is reciprocal to `b`. -/
theorem IsReciprocal.symm {a b : ι → ι → ℝ} (h : IsReciprocal a b) : IsReciprocal b a := by
  intro i k
  rw [dotProduct_comm, h k i]
  by_cases e : i = k
  · subst e
    rfl
  · rw [if_neg e, if_neg (Ne.symm e)]
```

Reciprocity is symmetric: $b_i\cdot a_k=a_k\cdot b_i=2\pi\delta_{ki}=2\pi\delta_{ik}$. A fact proved for the cell vectors can therefore be used for the reciprocal vectors too.

```lean
/-- Any `n` linearly independent cell vectors in `n` dimensions have reciprocal vectors. -/
theorem exists_reciprocal {a : ι → ι → ℝ} (ha : LinearIndependent ℝ a) :
    ∃ b, IsReciprocal a b := by
  have hu : IsUnit (Matrix.of a) :=
    (Matrix.linearIndependent_rows_iff_isUnit (A := Matrix.of a)).mp ha
  obtain ⟨N, hN⟩ := hu.exists_right_inv
  -- the reciprocal vectors are the columns of the inverse, times 2π
  refine ⟨fun k l => 2 * π * N l k, ?_⟩
  intro i k
  have e := congrFun (congrFun hN i) k
  rw [Matrix.mul_apply, Matrix.one_apply] at e
  have h1 : a i ⬝ᵥ (fun l => 2 * π * N l k) = 2 * π * ∑ l, Matrix.of a i l * N l k := by
    simp only [dotProduct, Finset.mul_sum, Matrix.of_apply]
    exact Finset.sum_congr rfl fun l _ => by ring
  exact h1.trans (by rw [e]; split_ifs <;> simp)
```

Every independent cell has reciprocal vectors. Let $A$ be the matrix whose rows are the $a_i$, which Lean writes `Matrix.of a`. Independent rows make $A$ invertible, so there is a matrix $N$ with $AN=1$. Take $b_k$ to be $2\pi$ times column $k$ of $N$, that is, $(b_k)_l=2\pi N_{lk}$. Then
$$a_i\cdot b_k=2\pi\sum_l A_{il}N_{lk}=2\pi\,\delta_{ik}.$$
In the proof, `hN` is the equation $AN=1$, `e` is its entry $(i,k)$, and `h1` pulls the factor $2\pi$ out of the sum.

```lean
/-- If `b` is reciprocal to `a`, every vector `c` is the sum of the cell vectors `a i` with
coefficients `b i · c / 2π`. -/
theorem IsReciprocal.expansion {a b : ι → ι → ℝ} (h : IsReciprocal a b) (c : ι → ℝ) :
    ∑ i, ((b i ⬝ᵥ c) / (2 * π)) • a i = c := by
  have hM : Matrix.of a * ((2 * π)⁻¹ • (Matrix.of b)ᵀ) = 1 := by
    ext i k
    have e : (Matrix.of a * (Matrix.of b)ᵀ) i k = if i = k then 2 * π else 0 := by
      rw [Matrix.mul_apply]
      exact h i k
    rw [Matrix.mul_smul, Matrix.smul_apply, e, Matrix.one_apply, smul_eq_mul]
    split_ifs
    · exact inv_mul_cancel₀ Real.two_pi_pos.ne'
    · exact mul_zero _
  -- for square matrices a right inverse is also a left inverse
  have hN := mul_eq_one_comm.mp hM
  have hv : (c ᵥ* ((2 * π)⁻¹ • (Matrix.of b)ᵀ)) ᵥ* Matrix.of a = c := by
    rw [Matrix.vecMul_vecMul, hN, Matrix.vecMul_one]
  ext k
  refine Eq.trans ?_ (congrFun hv k)
  simp only [Finset.sum_apply, Pi.smul_apply, smul_eq_mul, Matrix.vecMul, dotProduct,
    Matrix.smul_apply, Matrix.transpose_apply, Matrix.of_apply]
  refine Finset.sum_congr rfl fun i _ => ?_
  congr 1
  rw [Finset.sum_div]
  exact Finset.sum_congr rfl fun l _ => by ring
```

The reciprocal vectors read off the coordinates of any vector $c$ in the cell:
$$c=\sum_i\frac{b_i\cdot c}{2\pi}\,a_i.$$
To derive this without assuming that the $a_i$ span space, let $B$ be the matrix with rows $b_i$. Reciprocity says $AB^{T}=2\pi\,1$, so $B^{T}/2\pi$ is a right inverse of $A$. For square matrices a right inverse is also a left inverse, hence
$$\frac{1}{2\pi}B^{T}A=1.$$
Multiplying from the left by the row vector $c^{T}$ gives $\frac{1}{2\pi}(c^{T}B^{T})A=c^{T}$. Entry $i$ of $c^{T}B^{T}$ is $b_i\cdot c$, and a row vector times $A$ is a combination of the rows $a_i$, which is the expansion.

The proof follows this order. `hM` is the right-inverse equation, `mul_eq_one_comm` swaps the factors, and `hv` is the equation after multiplication by $c$, where `ᵥ*` means row vector times matrix. The remaining lines compare components.

```lean
/-- Cell vectors that possess reciprocal vectors are linearly independent and span space. -/
theorem IsReciprocal.basis {a b : ι → ι → ℝ} (h : IsReciprocal a b) :
    LinearIndependent ℝ a ∧ Submodule.span ℝ (Set.range a) = ⊤ := by
  constructor
  · rw [Fintype.linearIndependent_iff]
    intro g hg k
    -- the dot product with `b k` isolates the coefficient `g k`
    have hk : ∀ i, a i ⬝ᵥ b k = if i = k then 2 * π else 0 := fun i => h i k
    have e := sum_smul_dot g a (b k)
    rw [hg, zero_dotProduct] at e
    simp only [hk, mul_ite, mul_zero, Finset.sum_ite_eq', Finset.mem_univ, if_true] at e
    exact (mul_eq_zero.mp e.symm).resolve_right Real.two_pi_pos.ne'
  · refine eq_top_iff.mpr fun c _ => ?_
    rw [← h.expansion c]
    exact Submodule.sum_mem _ fun i _ =>
      Submodule.smul_mem _ _ (Submodule.subset_span ⟨i, rfl⟩)
```

A cell that has reciprocal vectors is a basis. For independence, suppose $\sum_i g_i a_i=0$. The dot product with $b_k$ gives
$$0=\sum_i g_i\,(a_i\cdot b_k)=2\pi g_k,$$
so every $g_k$ is zero. For spanning, the expansion writes an arbitrary $c$ as a combination of the $a_i$. In Lean, `Submodule.span ℝ (Set.range a) = ⊤` says that the real combinations of the cell vectors fill the whole space.

```lean
/-- The reciprocal vectors of a given cell are unique. -/
theorem IsReciprocal.unique {a b b' : ι → ι → ℝ} (h : IsReciprocal a b)
    (h' : IsReciprocal a b') : b' = b := by
  funext k
  have hk : ∀ i, a i ⬝ᵥ b' k = if i = k then 2 * π else 0 := fun i => h' i k
  have e := h.symm.expansion (b' k)
  simp only [hk, ite_div, zero_div, div_self Real.two_pi_pos.ne', ite_smul, one_smul,
    zero_smul, Finset.sum_ite_eq', Finset.mem_univ, if_true] at e
  exact e.symm
```

A cell has at most one reciprocal family. Let $b'$ be a second one. By symmetry the $b_i$ can play the part of the cell vectors in the expansion, and applied to $b'_k$ it reads
$$b'_k=\sum_i\frac{a_i\cdot b'_k}{2\pi}\,b_i=\sum_i\delta_{ik}\,b_i=b_k.$$
The Lean proof takes `h.symm.expansion (b' k)` and simplifies the sum to its one surviving term.

## The replaced cell

```lean
/-- Let `b` be reciprocal to `a`. If `b j · c ≠ 0`, replacing `a j` by `c` gives a basis, and its
reciprocal vectors are exactly `2π b j / (b j · c)` at `j` and `b i - ((b i · c) / (b j · c)) b j`
for `i ≠ j`. -/
theorem replace_cell_vector {a b : ι → ι → ℝ} (h : IsReciprocal a b) (j : ι) (c : ι → ℝ)
    (hc : b j ⬝ᵥ c ≠ 0) :
    LinearIndependent ℝ (Function.update a j c) ∧
    Submodule.span ℝ (Set.range (Function.update a j c)) = ⊤ ∧
    ∀ b', IsReciprocal (Function.update a j c) b' ↔ b' = replaceReciprocal b j c := by
  have key : IsReciprocal (Function.update a j c) (replaceReciprocal b j c) := by
    intro i k
    by_cases hi : i = j
    · -- the new cell vector `c`
      rw [hi, Function.update_self]
      by_cases hk : k = j
      · rw [hk]
        simp only [replaceReciprocal, ↓reduceIte, dotProduct_smul, smul_eq_mul]
        rw [dotProduct_comm c (b j), div_mul_cancel₀ _ hc]
      · have hk' : ¬ j = k := fun e => hk e.symm
        simp only [replaceReciprocal, hk, hk', ↓reduceIte, dotProduct_sub, dotProduct_smul,
          smul_eq_mul]
        rw [dotProduct_comm c (b j), dotProduct_comm c (b k), div_mul_cancel₀ _ hc, sub_self]
    · -- an old cell vector, orthogonal to `b j`
      have h0 : a i ⬝ᵥ b j = 0 := by rw [h i j, if_neg hi]
      rw [Function.update_of_ne hi]
      by_cases hk : k = j
      · rw [hk]
        simp only [replaceReciprocal, hi, ↓reduceIte, dotProduct_smul, h0, smul_zero]
      · simp only [replaceReciprocal, hk, ↓reduceIte, dotProduct_sub, dotProduct_smul, h0,
          smul_zero, sub_zero]
        exact h i k
  exact ⟨key.basis.1, key.basis.2, fun b' => ⟨fun h' => key.unique h', fun e => e ▸ key⟩⟩
```

`Function.update a j c` is the family $a$ with its entry at $j$ changed to $c$. The hypotheses are that $b$ is reciprocal to $a$ and that $b_j\cdot c\neq0$. The conclusion has three parts: the new cell is independent, it spans space, and a family $b'$ is reciprocal to it if and only if $b'$ is the family defined by the formulas above. The independence of the old cell is not a separate hypothesis, because it follows from reciprocity; conversely, every independent cell has a suitable $b$.

The formulas can be found by hand. The new vector $b'_j$ must be orthogonal to all $a_i$ with $i\neq j$, as $b_j$ already is, so it is a multiple of $b_j$. The condition $c\cdot b'_j=2\pi$ fixes the factor. For $k\neq j$, the old $b_k$ has the right products with the cell vectors that remain, but $b_k\cdot c$ need not vanish. Subtracting a multiple of $b_j$ repairs this without disturbing the other products.

The check has four cases:

- New vector, $k=j$: $\;c\cdot b'_j=\dfrac{2\pi}{b_j\cdot c}\,(c\cdot b_j)=2\pi$.
- New vector, $k\neq j$: $\;c\cdot b'_k=b_k\cdot c-\dfrac{b_k\cdot c}{b_j\cdot c}\,(b_j\cdot c)=0$.
- Old vector $i\neq j$, $k=j$: $\;a_i\cdot b'_j$ is a multiple of $a_i\cdot b_j=0$.
- Old vector $i\neq j$, $k\neq j$: $\;a_i\cdot b'_k=a_i\cdot b_k-0=2\pi\delta_{ik}$.

These are the four branches of `key`, opened by `by_cases hi : i = j` and `by_cases hk : k = j`. The hypothesis `hc` enters in the first two, where `div_mul_cancel₀` cancels $b_j\cdot c$. The last line obtains the basis property from `key.basis` and the uniqueness from `key.unique`.

In plane-wave calculations on a slab, the formulas show how the reciprocal vectors respond when the out-of-plane vector of the three-dimensional cell is changed and the other two cell vectors are kept: stretching $a_j$ to $\lambda a_j$ with $\lambda\neq0$ divides $b_j$ by $\lambda$ and leaves the others alone, while tilting it generally changes the others. The theorem is about cell vectors and not about the lattice they generate. The vector $c$ need not be a lattice vector, and the new cell may describe a different crystal.

```lean
/-- If `b` is reciprocal to `a`, the cell with `a j` replaced by `c` is linearly independent exactly
when `b j · c ≠ 0`. -/
theorem replace_independent_iff {a b : ι → ι → ℝ} (h : IsReciprocal a b) (j : ι)
    (c : ι → ℝ) : LinearIndependent ℝ (Function.update a j c) ↔ b j ⬝ᵥ c ≠ 0 := by
  refine ⟨fun hl h0 => ?_, fun hc => (replace_cell_vector h j c hc).1⟩
  obtain ⟨b', hb'⟩ := exists_reciprocal hl
  have h1 : c ⬝ᵥ b' j = 2 * π := by
    have e := hb' j j
    rwa [Function.update_self, if_pos rfl] at e
  -- `c` is a combination of the other cell vectors, all orthogonal to `b' j`
  have h2 := sum_smul_dot (fun i => (b i ⬝ᵥ c) / (2 * π)) a (b' j)
  rw [h.expansion c, h1] at h2
  refine Real.two_pi_pos.ne' (h2.trans (Finset.sum_eq_zero fun i _ => ?_))
  by_cases hi : i = j
  · simp [hi, h0]
  · have e := hb' i j
    rw [Function.update_of_ne hi, if_neg hi] at e
    rw [e, mul_zero]
```

The condition on $c$ is also necessary. Suppose the new cell is independent although $b_j\cdot c=0$. It then has a reciprocal family $b'$, with $c\cdot b'_j=2\pi$ and $a_i\cdot b'_j=0$ for $i\neq j$. In the expansion of $c$ in the old cell, the term with $a_j$ is missing, so
$$2\pi=c\cdot b'_j=\sum_{i\neq j}\frac{b_i\cdot c}{2\pi}\,(a_i\cdot b'_j)=0,$$
which is a contradiction. Geometrically, $b_j$ is normal to the span of the other cell vectors, and $b_j\cdot c=0$ means that $c$ lies in that span.

In the proof, `h1` is the value $2\pi$ and `h2` is the expansion after the dot product with $b'_j$. The final case distinction shows that each term vanishes: for $i=j$ because of the coefficient, and otherwise because of the orthogonality. The opposite direction of the equivalence is taken from `replace_cell_vector`.

```lean
/-- If `b` is reciprocal to `a`, replacing `a j` by `c` multiplies the signed cell volume by `b j ·
c / 2π`. -/
theorem replace_volume {a b : ι → ι → ℝ} (h : IsReciprocal a b) (j : ι) (c : ι → ℝ) :
    (Matrix.of (Function.update a j c)).det
      = (b j ⬝ᵥ c) / (2 * π) * (Matrix.of a).det := by
  have e : ∑ k, ((b k ⬝ᵥ c) / (2 * π)) • (Matrix.of a) k = c := h.expansion c
  have d : ((Matrix.of a).updateRow j
      (∑ k, ((b k ⬝ᵥ c) / (2 * π)) • (Matrix.of a) k)).det
      = ((b j ⬝ᵥ c) / (2 * π)) • (Matrix.of a).det :=
    Matrix.det_updateRow_sum (Matrix.of a) j (fun k => (b k ⬝ᵥ c) / (2 * π))
  rw [e] at d
  exact d
```

The determinant of the matrix with rows $a_i$ is the signed cell volume; its absolute value is the ordinary volume. Write $A_{j\to v}$ for the matrix $A$ with row $j$ replaced by $v$. The determinant is linear in row $j$, so the expansion of $c$ gives
$$\det A_{j\to c}=\sum_k\frac{b_k\cdot c}{2\pi}\,\det A_{j\to a_k}=\frac{b_j\cdot c}{2\pi}\,\det A.$$
The terms with $k\neq j$ vanish because two rows are then equal. Mathlib's `Matrix.det_updateRow_sum` carries out this step, and `e` puts $c$ in place of its expansion. No condition on $b_j\cdot c$ is needed here: when it is zero, the new cell is flat and its volume is zero.

## An oblique cell in the plane

```lean
/-- The oblique planar cell `(1,0), (1,2)` has reciprocal vectors `(2π,-π), (0,π)`, and the
first of these has non-zero dot product with `c = (3,1)`. -/
theorem replace_cell_vector_witness :
    IsReciprocal (ι := Fin 2) ![![1, 0], ![1, 2]] ![![2 * π, -π], ![0, π]] ∧
    (![2 * π, -π] : Fin 2 → ℝ) ⬝ᵥ ![3, 1] ≠ 0 := by
  constructor
  · intro i k
    fin_cases i <;> fin_cases k <;> simp [dotProduct, Fin.sum_univ_succ]
  · have e : (![2 * π, -π] : Fin 2 → ℝ) ⬝ᵥ ![3, 1] = 5 * π := by
      simp [dotProduct, Fin.sum_univ_succ]
      ring
    rw [e]
    exact mul_ne_zero (by norm_num) Real.pi_ne_zero

end

end CellVectorReplacement
```

`Fin 2` has the labels 0 and 1, so the cell vectors are $a_0=(1,0)$ and $a_1=(1,2)$, with $b_0=(2\pi,-\pi)$ and $b_1=(0,\pi)$. Lean confirms the four dot products and $b_0\cdot c=5\pi\neq0$ for $c=(3,1)$. This cell therefore meets the hypotheses of the replacement theorem with $j=0$.

Inserting the numbers by hand, with $b_1\cdot c=\pi$, gives
$$b'_0=\tfrac25\,b_0=\left(\tfrac{4\pi}{5},-\tfrac{2\pi}{5}\right),\qquad b'_1=b_1-\tfrac15\,b_0=\left(-\tfrac{2\pi}{5},\tfrac{6\pi}{5}\right).$$
The signed volume grows from 2 to $\frac{5\pi}{2\pi}\cdot2=5$, which agrees with the determinant of the rows $(3,1)$ and $(1,2)$.

The same cell shows what fails without $b_j\cdot c\neq0$. Replace $a_0$ by $c=(1,2)$, for which $b_0\cdot c=2\pi-2\pi=0$. Both cell vectors are now $(1,2)$, so they span only a line. A reciprocal vector $b'_0$ would need the products $2\pi$ and $0$ with one and the same vector, and no such $b'_0$ exists.

```lean
#print axioms CellVectorReplacement.replace_cell_vector
#print axioms CellVectorReplacement.replace_independent_iff
#print axioms CellVectorReplacement.replace_volume
```

```
'CellVectorReplacement.replace_cell_vector' depends on axioms: [propext, Classical.choice, Quot.sound]
'CellVectorReplacement.replace_independent_iff' depends on axioms: [propext, Classical.choice, Quot.sound]
'CellVectorReplacement.replace_volume' depends on axioms: [propext, Classical.choice, Quot.sound]
```
